# In harmonic-oscillator level $n$, $\langle x^3\rangle = 0$ and $\langle x^4\rangle = (6n^2+6n+3)/4$ for $x=(a+a^\dagger)/\sqrt2$

**Q:** A diatomic molecule vibrates about its equilibrium bond length. Near the minimum the potential is a parabola, but a better fit adds a cubic and a quartic term, $g x^3 + \kappa x^4$, and the evenly spaced levels move. To first order, by how much? And why should I believe that a statement about abstract operators answers this?

**A:** First-order perturbation theory needs the expectation value of the added term in the unperturbed level. Let $x$ be the displacement from the equilibrium bond length in units of $\sqrt{\hbar/m\omega}$, with $m$ the reduced mass and $\omega$ the harmonic frequency. Then $x=(a+b)/\sqrt2$, where $b$ is the textbook $a^\dagger$ and $ab-ba=1$. The harmonic Hamiltonian is $\hbar\omega(ba+\tfrac12)$, so a state of level $n$ is a unit vector $v$ with $ba\,v=nv$.

The commutator gives

$$ba(av)=(ab-1)av=(n-1)av,\qquad ba(bv)=b(ba+1)v=(n+1)bv.$$

If $ba\,u=pu$ and $ba\,w=qw$ with $p,q$ real, then $p\langle u,w\rangle=\langle ba\,u,w\rangle=\langle u,ba\,w\rangle=q\langle u,w\rangle$, so $\langle u,w\rangle=0$ when $p\ne q$. Also

$$\|au\|^2=\langle u,ba\,u\rangle=p\|u\|^2,\qquad \|bu\|^2=\langle u,ab\,u\rangle=(p+1)\|u\|^2.$$

Expanding the square and using $ab\,v=(n+1)v$,

$$x^2v=\tfrac12(a^2+ab+ba+b^2)v=\tfrac12\big(a^2v+b^2v+(2n+1)v\big).$$

Since $x$ is symmetric, $\langle v,x^3v\rangle=\langle xv,x^2v\rangle$. The left vector has components at $n\pm1$, the right one at $n-2,n,n+2$, so the product vanishes. Similarly $\langle v,x^4v\rangle=\|x^2v\|^2$, whose three components are orthogonal. With $\|a^2v\|^2=(n-1)\|av\|^2=n(n-1)$ and $\|b^2v\|^2=(n+2)\|bv\|^2=(n+1)(n+2)$,

$$\langle v,x^4v\rangle=\tfrac14\big[n(n-1)+(n+1)(n+2)+(2n+1)^2\big]=\tfrac{6n^2+6n+3}{4}.$$

At $n=0$ the vector $av$ is zero and the value is $3/4$.

**Q:** The ladder operators are unbounded. On what space does Lean let them act?

**A:** On a complex inner product space `E` that need not be complete.

```lean
import Mathlib

open scoped ComplexConjugate ComplexOrder

namespace QuarticAnharmonicShift

noncomputable section

variable {E : Type*} [NormedAddCommGroup E] [InnerProductSpace ℂ E]
```

For the oscillator, take `E` to be the finite combinations of Hermite functions. Both operators map that space into itself, so they are honest linear maps there, of type `Module.End ℂ E`.

**Q:** And where is the physics of the oscillator?

**A:** In two assumptions on the operators, adjointness and the commutator, and in the number equation that picks out a level, which follows below.

```lean
/-- Ladder operators of a bosonic mode: `b` is the adjoint of `a`, and `ab - ba = 1`. -/
structure IsLadderPair (a b : Module.End ℂ E) : Prop where
  adjoint : ∀ u w, inner ℂ (a u) w = inner ℂ u (b w)
  comm : ∀ w, a (b w) - b (a w) = w
```

The second is the canonical relation $[x,p]=i$ in dimensionless form, with $p=(a-b)/(i\sqrt2)$ the momentum. Lean's `inner ℂ` is conjugate-linear in its first argument, as in Dirac notation.

**Q:** Is $n$ assumed to be an integer?

**A:** No, it is any real number satisfying the eigenvalue equation.

```lean
/-- The vector `v` satisfies the number equation `ba v = n v`. -/
def HasQuanta (a b : Module.End ℂ E) (n : ℝ) (v : E) : Prop :=
  b (a v) = (n : ℂ) • v
```

Despite its name, `HasQuanta` also accepts the zero vector. That is useful, because $av$ may vanish; the quartic result excludes $v=0$ by requiring norm one.

The position and the perturbation are then written as you would write them, with real `g` and `κ` in any common energy unit.

```lean
/-- The dimensionless position operator `x = (a + b)/√2`. -/
def position (a b : Module.End ℂ E) : Module.End ℂ E :=
  ((Real.sqrt 2 : ℝ) : ℂ)⁻¹ • (a + b)

/-- The anharmonic perturbation `g x³ + κ x⁴`. -/
def anharmonic (a b : Module.End ℂ E) (g κ : ℝ) : Module.End ℂ E :=
  (g : ℂ) • position a b ^ 3 + (κ : ℂ) • position a b ^ 4
```

**Q:** Show me that the proof is your calculation and not something else.

**A:** It begins with the other half of adjointness, obtained by complex conjugation.

```lean
variable {a b : Module.End ℂ E}

/-- For a ladder pair, `a` is also the adjoint of `b`. -/
theorem adjoint_symm (h : IsLadderPair a b) (u w : E) :
    inner ℂ (b u) w = inner ℂ u (a w) := by
  rw [← inner_conj_symm (b u) w, ← h.adjoint, inner_conj_symm]
```

Next come the shifted eigenvalues. The commutator is applied to `a v` for lowering and to `v` for raising.

```lean
/-- For a ladder pair, `a` lowers and `b` raises the eigenvalue in the number equation by one. -/
theorem ladder (h : IsLadderPair a b) {n : ℝ} {v : E} (hv : HasQuanta a b n v) :
    HasQuanta a b (n - 1) (a v) ∧ HasQuanta a b (n + 1) (b v) := by
  unfold HasQuanta at *
  constructor
  · have h1 := h.comm (a v)
    rw [hv, map_smul] at h1
    push_cast
    linear_combination (norm := module) -h1
  · have h1 := sub_eq_iff_eq_add'.mp (h.comm v)
    rw [h1, hv, map_add, map_smul]
    push_cast
    module
```

Orthogonality moves $ba$ across the inner product, and `h2` is the resulting equation $(p-q)\langle u,w\rangle=0$.

```lean
/-- For a ladder pair, solutions of the number equation with different eigenvalues are
orthogonal. -/
theorem orthogonal (h : IsLadderPair a b) {p q : ℝ} {u w : E}
    (hu : HasQuanta a b p u) (hw : HasQuanta a b q w) (hpq : p ≠ q) :
    inner ℂ u w = 0 := by
  unfold HasQuanta at hu hw
  have h1 : inner ℂ (b (a u)) w = inner ℂ u (b (a w)) := by
    rw [adjoint_symm h, h.adjoint]
  rw [hu, hw, inner_smul_left, inner_smul_right, Complex.conj_ofReal] at h1
  have h2 : ((p : ℂ) - q) * inner ℂ u w = 0 := by linear_combination h1
  exact (mul_eq_zero.mp h2).resolve_left (sub_ne_zero.mpr (by exact_mod_cast hpq))
```

The norms use the same move, with $ab=ba+1$ for the raised vector.

```lean
/-- For a ladder pair and `ba u = p u`, the squared norms of `a u` and `b u` are `p` and `p + 1`
times that of `u`. -/
theorem ladder_norms (h : IsLadderPair a b) {p : ℝ} {u : E} (hu : HasQuanta a b p u) :
    inner ℂ (a u) (a u) = (p : ℂ) * inner ℂ u u ∧
      inner ℂ (b u) (b u) = ((p : ℂ) + 1) * inner ℂ u u := by
  unfold HasQuanta at hu
  constructor
  · rw [h.adjoint, hu, inner_smul_right]
  · rw [adjoint_symm h, sub_eq_iff_eq_add'.mp (h.comm u), hu, inner_add_right,
      inner_smul_right]
    ring
```

Symmetry of $x$ follows because taking adjoints exchanges $a$ and $b$.

```lean
/-- The position operator of a ladder pair is symmetric. -/
theorem position_symm (h : IsLadderPair a b) (u w : E) :
    inner ℂ (position a b u) w = inner ℂ u (position a b w) := by
  simp only [position, LinearMap.smul_apply, LinearMap.add_apply, inner_smul_left,
    inner_smul_right, inner_add_left, inner_add_right, h.adjoint, adjoint_symm h,
    map_inv₀, Complex.conj_ofReal]
  ring
```

In the formula for $x^2v$, `hs` evaluates $(1/\sqrt2)^2$ and `key` expands the product in operator order, before the commutator is used.

```lean
/-- For a ladder pair and `ba v = n v`, one has `x² v = (a² v + b² v + (2n + 1) v)/2`. -/
theorem position_sq (h : IsLadderPair a b) {n : ℝ} {v : E} (hv : HasQuanta a b n v) :
    position a b (position a b v) =
      ((1 / 2 : ℝ) : ℂ) • (a (a v) + b (b v) + ((2 * n + 1 : ℝ) : ℂ) • v) := by
  unfold HasQuanta at hv
  have hs : ((Real.sqrt 2 : ℝ) : ℂ)⁻¹ * ((Real.sqrt 2 : ℝ) : ℂ)⁻¹ = 1 / 2 := by
    rw [← mul_inv, ← Complex.ofReal_mul, Real.mul_self_sqrt (by norm_num)]
    norm_num
  have key : position a b (position a b v) =
      (((Real.sqrt 2 : ℝ) : ℂ)⁻¹ * ((Real.sqrt 2 : ℝ) : ℂ)⁻¹) •
        (a (a v) + a (b v) + b (a v) + b (b v)) := by
    simp only [position, LinearMap.smul_apply, LinearMap.add_apply, map_smul, map_add]
    module
  rw [key, hs, sub_eq_iff_eq_add'.mp (h.comm v), hv]
  push_cast
  module
```

**Q:** So the cubic term is six orthogonal pairs?

**A:** Yes: two components of $xv$ against three of $x^2v$. One use of `position_symm` moves a factor of $x$ to the left, and `orthogonal` removes each pair. No normalisation is needed.

```lean
/-- For a ladder pair and `ba v = n v`, the cubic expectation value `⟨v, x³ v⟩` vanishes. -/
theorem cubic_shift (h : IsLadderPair a b) {n : ℝ} {v : E} (hv : HasQuanta a b n v) :
    inner ℂ v ((position a b ^ 3) v) = 0 := by
  obtain ⟨ha, hb⟩ := ladder h hv
  have haa := (ladder h ha).1
  have hbb := (ladder h hb).2
  have e : (position a b ^ 3) v = position a b (position a b (position a b v)) := by
    simp only [pow_succ, pow_zero, one_mul, Module.End.mul_apply]
  have hx : position a b v = ((Real.sqrt 2 : ℝ) : ℂ)⁻¹ • (a v + b v) := rfl
  -- `x v` and `x² v` contain no common eigenvalue of `ba`
  rw [e, ← position_symm h, position_sq h hv, hx]
  simp only [inner_smul_left, inner_smul_right, inner_add_left, inner_add_right,
    orthogonal h ha haa (by intro t; linarith), orthogonal h ha hbb (by intro t; linarith),
    orthogonal h ha hv (by intro t; linarith), orthogonal h hb haa (by intro t; linarith),
    orthogonal h hb hbb (by intro t; linarith), orthogonal h hb hv (by intro t; linarith),
    mul_zero, add_zero]
```

For the quartic term two factors move. Of nine inner products, six vanish and three are the squared norms above; `ring` adds them up.

```lean
/-- For a ladder pair and a unit vector with `ba v = n v`, the quartic expectation value is
`⟨v, x⁴ v⟩ = (6n² + 6n + 3)/4`. -/
theorem quartic_shift (h : IsLadderPair a b) {n : ℝ} {v : E} (hv : HasQuanta a b n v)
    (hnorm : ‖v‖ = 1) :
    inner ℂ v ((position a b ^ 4) v) = (6 * (n : ℂ) ^ 2 + 6 * n + 3) / 4 := by
  obtain ⟨ha, hb⟩ := ladder h hv
  have haa := (ladder h ha).1
  have hbb := (ladder h hb).2
  have hvv : inner ℂ v v = (1 : ℂ) := by
    rw [inner_self_eq_norm_sq_to_K, hnorm]
    simp
  have e : (position a b ^ 4) v =
      position a b (position a b (position a b (position a b v))) := by
    simp only [pow_succ, pow_zero, one_mul, Module.End.mul_apply]
  -- the expectation value is the squared norm of `x² v`, whose three components are orthogonal
  rw [e, ← position_symm h, ← position_symm h, position_sq h hv]
  simp only [inner_smul_left, inner_smul_right, inner_add_left, inner_add_right,
    Complex.conj_ofReal, (ladder_norms h ha).1, (ladder_norms h hv).1,
    (ladder_norms h hb).2, (ladder_norms h hv).2, hvv,
    orthogonal h haa hbb (by intro t; linarith), orthogonal h hbb haa (by intro t; linarith),
    orthogonal h haa hv (by intro t; linarith), orthogonal h hv haa (by intro t; linarith),
    orthogonal h hbb hv (by intro t; linarith), orthogonal h hv hbb (by intro t; linarith)]
  push_cast
  ring
```

The equality is between complex numbers, so it also says that the expectation value is real.

**Q:** A spectroscopist sees spacings, not levels.

**A:** Subtracting the values at $n+1$ and $n$ gives $\frac{\kappa}{4}(12n+12)=3\kappa(n+1)$, and $g$ drops out.

```lean
/-- For a ladder pair and unit vectors `v`, `w` with `ba v = n v` and `ba w = (n + 1) w`, the
expectation values of `g x³ + κ x⁴` in `w` and `v` differ by `3κ(n + 1)`. -/
theorem level_spacing_shift (h : IsLadderPair a b) (g κ : ℝ) {n : ℝ} {v w : E}
    (hv : HasQuanta a b n v) (hw : HasQuanta a b (n + 1) w)
    (hv1 : ‖v‖ = 1) (hw1 : ‖w‖ = 1) :
    inner ℂ w (anharmonic a b g κ w) - inner ℂ v (anharmonic a b g κ v) =
      3 * (κ : ℂ) * (n + 1) := by
  simp only [anharmonic, LinearMap.add_apply, LinearMap.smul_apply, inner_add_right,
    inner_smul_right, cubic_shift h hv, cubic_shift h hw, quartic_shift h hv hv1,
    quartic_shift h hw hw1]
  push_cast
  ring
```

The vector `w` may be any unit vector at $n+1$; it need not be built from `v`.

**Q:** This theorem speaks of expectation values. Where is the energy?

**A:** That is the step you supply: for a nondegenerate level, first-order perturbation theory identifies the expectation value with the energy shift. The cubic term enters at second order, where its effect can match or exceed the first-order quartic one. In a Morse potential it does exceed it, and the spacings shrink with $n$ although $\kappa>0$. So $3\kappa(n+1)$ alone does not predict the spacings of a real molecule.

**Q:** Could the assumptions be empty, so that all this is about nothing?

**A:** Polynomials provide a model, with $a=d/dX$, $b$ multiplication by $X$, and this form:

```lean
/-- The form `∑ k! conj(p_k) q_k` on complex polynomials. -/
def fockForm (p q : Polynomial ℂ) : ℂ :=
  p.sum fun k c => (Nat.factorial k : ℂ) * conj c * q.coeff k
```

The last theorem checks the commutator, the eigenvectors $X^n$, adjointness and positivity. Adjointness is reduced to monomials $p$: for a multiple of $X^{k+1}$ it is the identity $(k+1)!=(k+1)\,k!$, and for a constant both sides are zero; positivity holds because $\langle p,p\rangle$ is a sum of terms $k!\,|p_k|^2$.

```lean
/-- On complex polynomials, `a = d/dX` and `b = X` satisfy `ab - ba = 1` and `ba Xⁿ = n Xⁿ`, and
they are adjoint for `fockForm`, which is positive on nonzero polynomials. -/
theorem ladder_witness :
    (∀ p : Polynomial ℂ, Polynomial.derivative (Polynomial.X * p)
      - Polynomial.X * Polynomial.derivative p = p) ∧
    (∀ n : ℕ, Polynomial.X * Polynomial.derivative (Polynomial.X ^ n : Polynomial ℂ)
      = (n : ℂ) • Polynomial.X ^ n) ∧
    (∀ p q, fockForm (Polynomial.derivative p) q = fockForm p (Polynomial.X * q)) ∧
    (∀ p, p ≠ 0 → 0 < fockForm p p) := by
  refine ⟨fun p => ?_, fun n => ?_, fun p q => ?_, fun p hp => ?_⟩
  · rw [Polynomial.derivative_mul, Polynomial.derivative_X]
    ring
  · cases n with
    | zero => simp
    | succ n =>
      rw [Polynomial.derivative_X_pow, Nat.add_sub_cancel, Polynomial.smul_eq_C_mul]
      ring
  · have hadd : ∀ p r q, fockForm (p + r) q = fockForm p q + fockForm r q := by
      intro p r q
      unfold fockForm
      exact Polynomial.sum_add_index _ _ _ (fun i => by simp)
        (fun i c d => by simp only [map_add]; ring)
    have hmon : ∀ k c q, fockForm (Polynomial.monomial k c) q =
        (Nat.factorial k : ℂ) * conj c * q.coeff k := by
      intro k c q
      unfold fockForm
      exact Polynomial.sum_monomial_index _ _ (by simp)
    -- adjointness is checked on monomials
    induction p using Polynomial.induction_on' with
    | add p r hp hr => rw [Polynomial.derivative_add, hadd, hadd, hp, hr]
    | monomial k c =>
      rw [Polynomial.derivative_monomial, hmon, hmon]
      cases k with
      | zero => simp
      | succ k =>
        simp only [Nat.add_sub_cancel, Polynomial.coeff_X_mul, Nat.factorial_succ, map_mul,
          map_natCast, Nat.cast_mul]
        ring
  · unfold fockForm Polynomial.sum
    refine Finset.sum_pos (fun k hk => ?_) (Polynomial.support_nonempty.mpr hp)
    have hc : p.coeff k ≠ 0 := Polynomial.mem_support_iff.mp hk
    have hpos : 0 < (Nat.factorial k : ℝ) * Complex.normSq (p.coeff k) :=
      mul_pos (by positivity) (Complex.normSq_pos.mpr hc)
    refine lt_of_lt_of_eq (Complex.zero_lt_real.mpr hpos) ?_
    rw [Complex.ofReal_mul, Complex.normSq_eq_conj_mul_self, Complex.ofReal_natCast]
    ring

end

end QuarticAnharmonicShift
```

```lean
#print axioms QuarticAnharmonicShift.level_spacing_shift
-- 'QuarticAnharmonicShift.level_spacing_shift' depends on axioms: [propext, Classical.choice, Quot.sound]
```

The form gives $X^n$ the squared norm $n!$, so the unit vector is $X^n/\sqrt{n!}$. The theorem states these properties one by one and stops short of registering the form as an `InnerProductSpace` in Lean.

**Q:** My program uses finite matrices for $a$ and $b$. Does the result apply?

**A:** Not directly: a commutator of finite matrices has trace zero, so it cannot be the identity. But the calculation only climbs to $n+2$, so for a single mode in a truncated number basis the matrix products reproduce both expectation values as long as level $n+2$ is kept. That gives you a reference for the first-order shifts in a vibrational calculation with weak anharmonicity.
